# Rational matrices of sizes 2k + 1 and 2k have the same finite orders when k ≥ 1

A program that looks for the symmetry of a crystal can write the linear part of each candidate operation as an integer matrix in lattice coordinates. For a symmetry this matrix has finite order, so a candidate can be discarded if none of its powers, up to the largest finite order possible in three dimensions, is the identity. That largest order is the same as in the plane, because the two lists of finite orders agree. A candidate that passes is not yet a symmetry: it must also preserve the metric of the lattice and, together with a suitable translation, the arrangement of the atoms. In electronic-structure calculations the symmetries found can be used to reduce the set of Brillouin-zone sampling points. The result below concerns only rational matrices of finite order and leaves translations aside.

The order of $A$ is the smallest $m\ge 1$ with $A^m=1$. It can differ from the number in a crystallographic symbol: the rotoinversion $\bar 3$ has order 6.

```lean
import Mathlib

open Matrix

namespace CrystallographicOrders
```

## Orders in lattice coordinates

Let $n$ be the dimension. An operation is an $n\times n$ matrix with rational entries, acting on column vectors of lattice coordinates. `HasOrder n m` says that at least one such matrix has order exactly $m$. Lean's `orderOf` returns 0 when no positive power is the identity, so the condition $m\ge 1$ below selects the finite orders.

A lattice symmetry has integer entries, which is more than the definition asks. The two settings have the same finite orders because the integer combinations of the columns of $1,A,\dots,A^{m-1}$ form a lattice that $A$ maps onto itself, and in a basis of this lattice $A$ becomes an integer matrix. That step is an ordinary argument added here, and the Lean theorems speak of rational matrices only.

```lean
/-- Order `m` occurs in dimension `n`: some rational `n` by `n` matrix has multiplicative
order exactly `m` (for `m = 0` this means infinite order). -/
def HasOrder (n m : ℕ) : Prop :=
  ∃ A : Matrix (Fin n) (Fin n) ℚ, orderOf A = m
```

## A metric that the operation preserves

In lattice coordinates $A$ need not be orthogonal. Summing the standard metric over its powers gives

$$G=\sum_{i=0}^{m-1}(A^i)^{T}A^i .$$

This `metric A m` is built from $A$ and need not be the measured metric tensor of a crystal.

```lean
/-- The standard metric summed over the first `m` powers of the operation `A`. -/
def metric {n : ℕ} (A : Matrix (Fin n) (Fin n) ℚ) (m : ℕ) : Matrix (Fin n) (Fin n) ℚ :=
  ∑ i ∈ Finset.range m, (A ^ i)ᵀ * A ^ i
```

If $A^m=1$, then

$$A^TGA=\sum_{i=1}^{m}(A^i)^TA^i=G,$$

because the new term $i=m$ equals the lost term $i=0$. In Lean, `h` shifts the sum, `h2` splits the sum of $m+1$ terms at either end, and `add_right_cancel` removes the common term.

```lean
/-- If `A ^ m = 1`, the operation `A` preserves the summed metric. -/
theorem metric_invariant {n m : ℕ} {A : Matrix (Fin n) (Fin n) ℚ} (hA : A ^ m = 1) :
    Aᵀ * metric A m * A = metric A m := by
  have h : Aᵀ * metric A m * A
      = ∑ i ∈ Finset.range m, (A ^ (i + 1))ᵀ * A ^ (i + 1) := by
    simp only [metric, Finset.mul_sum, Finset.sum_mul]
    refine Finset.sum_congr rfl fun i _ => ?_
    rw [pow_succ, Matrix.transpose_mul]
    simp only [Matrix.mul_assoc]
  -- the shifted sum differs only by exchanging the terms `0` and `m`, which agree
  have h2 := (Finset.sum_range_succ' (fun i => (A ^ i)ᵀ * A ^ i) m).symm.trans
    (Finset.sum_range_succ _ m)
  simp only [hA, pow_zero] at h2
  rw [h]
  exact add_right_cancel h2
```

The metric is positive definite for $m>0$. For $v\neq0$,

$$v^TGv=\sum_{i=0}^{m-1}|A^iv|^2\ \ge\ |v|^2>0 .$$

In the code `*ᵥ` applies a matrix to a vector and `⬝ᵥ` is the dot product. The statement `key` is the sum of squares, proved by induction on the number of terms; the term $i=0$ makes it positive.

```lean
/-- For `m > 0` the summed metric gives every nonzero vector a positive squared length. -/
theorem metric_pos {n m : ℕ} (A : Matrix (Fin n) (Fin n) ℚ) (hm : 0 < m)
    {v : Fin n → ℚ} (hv : v ≠ 0) : 0 < v ⬝ᵥ metric A m *ᵥ v := by
  have key : ∀ k, v ⬝ᵥ metric A k *ᵥ v
      = ∑ i ∈ Finset.range k, (A ^ i *ᵥ v) ⬝ᵥ (A ^ i *ᵥ v) := by
    intro k
    induction k with
    | zero => simp [metric]
    | succ k ih =>
      simp only [metric] at ih ⊢
      rw [Finset.sum_range_succ, Finset.sum_range_succ, Matrix.add_mulVec, dotProduct_add,
        ih, ← Matrix.mulVec_mulVec, Matrix.dotProduct_mulVec v (A ^ k)ᵀ,
        Matrix.vecMul_transpose]
  have nonneg : ∀ w : Fin n → ℚ, 0 ≤ w ⬝ᵥ w := fun w =>
    Finset.sum_nonneg fun j _ => mul_self_nonneg (w j)
  rw [key]
  refine Finset.sum_pos' (fun i _ => nonneg _) ⟨0, Finset.mem_range.mpr hm, ?_⟩
  rw [pow_zero, Matrix.one_mulVec]
  exact lt_of_le_of_ne (nonneg v) fun h => hv (dotProduct_self_eq_zero.mp h.symm)
```

## An axis in odd dimension

From $A^TGA=G$ follow two identities:

$$A^TG(A-1)=G-A^TG=-(A-1)^TG,$$
$$A^TG(A+1)=G+A^TG=(A+1)^TG .$$

Take determinants. For odd $n$ the minus sign contributes $(-1)^n=-1$. Since $G$ is positive definite, $\det G\neq0$ and can be cancelled:

$$(\det A+1)\det(A-1)=0,\qquad(\det A-1)\det(A+1)=0 .$$

Either $\det(A-1)=0$, and $A$ fixes a nonzero vector, or $\det A=-1$. In the second case the other equation reads $-2\det(A+1)=0$, and $A$ reverses a nonzero vector. Such a vector is called an axis here, so the normal of a mirror plane counts as one.

The identities are `e1` and `e2`, and the two products are `k1` and `k2`. Mathlib's `exists_mulVec_eq_zero_iff` turns each vanishing determinant into a vector.

```lean
/-- In odd dimension every operation with `A ^ m = 1`, `m > 0`, has an axis: a nonzero
rational vector that it fixes or reverses. -/
theorem exists_axis {n m : ℕ} (hn : Odd n) (hm : 0 < m) {A : Matrix (Fin n) (Fin n) ℚ}
    (hA : A ^ m = 1) : ∃ v : Fin n → ℚ, v ≠ 0 ∧ (A *ᵥ v = v ∨ A *ᵥ v = -v) := by
  have hG : (metric A m).det ≠ 0 := by
    intro h
    obtain ⟨v, hv, h0⟩ := Matrix.exists_mulVec_eq_zero_iff.mpr h
    have hp := metric_pos A hm hv
    rw [h0, dotProduct_zero] at hp
    exact lt_irrefl _ hp
  have hinv := metric_invariant hA
  have e1 : Aᵀ * metric A m * (A - 1) = -((A - 1)ᵀ * metric A m) := by
    rw [mul_sub, hinv, Matrix.transpose_sub, Matrix.transpose_one]
    noncomm_ring
  have e2 : Aᵀ * metric A m * (A + 1) = (A + 1)ᵀ * metric A m := by
    rw [mul_add, hinv, Matrix.transpose_add, Matrix.transpose_one]
    noncomm_ring
  -- determinants: the odd dimension enters through the sign in the first relation
  have d1 := congrArg Matrix.det e1
  have d2 := congrArg Matrix.det e2
  simp only [Matrix.det_neg, Matrix.det_mul, Matrix.det_transpose, Fintype.card_fin,
    hn.neg_one_pow] at d1 d2
  have k1 : (A.det + 1) * (A - 1).det = 0 :=
    mul_left_cancel₀ hG (by linear_combination d1)
  have k2 : (A.det - 1) * (A + 1).det = 0 :=
    mul_left_cancel₀ hG (by linear_combination d2)
  rcases mul_eq_zero.mp k1 with h | h
  · have h' : (A + 1).det = 0 := by
      rcases mul_eq_zero.mp k2 with h3 | h3
      · linarith
      · exact h3
    obtain ⟨v, hv, h0⟩ := Matrix.exists_mulVec_eq_zero_iff.mpr h'
    rw [Matrix.add_mulVec, Matrix.one_mulVec] at h0
    exact ⟨v, hv, Or.inr (eq_neg_of_add_eq_zero_left h0)⟩
  · obtain ⟨v, hv, h0⟩ := Matrix.exists_mulVec_eq_zero_iff.mpr h
    rw [Matrix.sub_mulVec, Matrix.one_mulVec] at h0
    exact ⟨v, hv, Or.inl (sub_eq_zero.mp h0)⟩
```

## Splitting off the axis

Let $A$ now have size $n+1$, with $A^m=1$, $m>0$ and $Av=\varepsilon v$ for a nonzero $v$ and a rational number $\varepsilon$. Define $\varphi(x)=v^TGx$. Then

$$\varepsilon\,\varphi(Ax)=(Av)^TG(Ax)=v^TA^TGAx=\varphi(x).$$

Setting $x=v$, where $\varphi(v)>0$, shows that $\varepsilon\neq0$. Hence $\varphi(x)=0$ implies $\varphi(Ax)=0$, so the $G$-orthogonal complement $W=\ker\varphi$ is invariant. The map $\varphi$ is onto the rational numbers, so $W$ has dimension $n$. Let $B$ be the matrix of $A$ restricted to $W$, in some basis of $W$.

Every vector decomposes as

$$x=\frac{\varphi(x)}{\varphi(v)}\,v+w,\qquad w\in W,$$

and therefore

$$A^jx=\varepsilon^j\,\frac{\varphi(x)}{\varphi(v)}\,v+A^jw .$$

It follows that $A^j=1$ exactly when $\varepsilon^j=1$ and $B^j=1$.

In the proof `hφA` is the relation for $\varphi$, `hW` the invariance and `hdim` the dimension count. The restricted map is `g`; `hg` and `hvj` give the action of $A^j$ on $W$ and on $v$. The last part uses the decomposition to recover $A^j=1$ from its two parts.

```lean
/-- An operation with `A ^ m = 1`, `m > 0`, and an eigenvector of eigenvalue `ε` splits: there
is a matrix `B` of one dimension less such that `A ^ j = 1` exactly when `ε ^ j = 1` and
`B ^ j = 1`. -/
theorem split_off_axis {n m : ℕ} (hm : 0 < m) {A : Matrix (Fin (n + 1)) (Fin (n + 1)) ℚ}
    (hA : A ^ m = 1) {v : Fin (n + 1) → ℚ} (hv0 : v ≠ 0) {ε : ℚ} (hv : A *ᵥ v = ε • v) :
    ∃ B : Matrix (Fin n) (Fin n) ℚ, ∀ j : ℕ, A ^ j = 1 ↔ ε ^ j = 1 ∧ B ^ j = 1 := by
  -- `φ` is the invariant scalar product with the axis
  obtain ⟨φ, hφ⟩ : ∃ φ : (Fin (n + 1) → ℚ) →ₗ[ℚ] ℚ, ∀ x, φ x = v ⬝ᵥ metric A m *ᵥ x :=
    ⟨{ toFun := fun x => v ⬝ᵥ metric A m *ᵥ x
       map_add' := by intro x y; rw [Matrix.mulVec_add, dotProduct_add]
       map_smul' := by intro c x; simp [Matrix.mulVec_smul, dotProduct_smul] },
      fun _ => rfl⟩
  have hφv : φ v ≠ 0 := by
    rw [hφ]
    exact (metric_pos A hm hv0).ne'
  have hφA : ∀ x, ε * φ (A *ᵥ x) = φ x := by
    intro x
    have h : v ⬝ᵥ (Aᵀ * metric A m * A) *ᵥ x
        = (A *ᵥ v) ⬝ᵥ metric A m *ᵥ (A *ᵥ x) := by
      rw [← Matrix.mulVec_mulVec, ← Matrix.mulVec_mulVec, Matrix.dotProduct_mulVec v Aᵀ,
        Matrix.vecMul_transpose]
    rw [metric_invariant hA, hv, smul_dotProduct, smul_eq_mul] at h
    rw [hφ, hφ]
    exact h.symm
  have hε : ε ≠ 0 := by
    intro h
    apply hφv
    rw [← hφA v, h, zero_mul]
  -- the orthogonal complement of the axis is invariant and has dimension `n`
  have hW : ∀ x ∈ LinearMap.ker φ, A.mulVecLin x ∈ LinearMap.ker φ := by
    intro x hx
    rw [LinearMap.mem_ker] at hx ⊢
    have h := hφA x
    rw [hx] at h
    exact (mul_eq_zero.mp h).resolve_left hε
  have hdim : Module.finrank ℚ (LinearMap.ker φ) = n := by
    have hs : LinearMap.range φ = ⊤ := LinearMap.range_eq_top.mpr fun c =>
      ⟨(c / φ v) • v, by rw [map_smul, smul_eq_mul, div_mul_cancel₀ _ hφv]⟩
    have h := LinearMap.finrank_range_add_finrank_ker φ
    rw [hs, finrank_top, Module.finrank_self, Module.finrank_fin_fun] at h
    omega
  let g : Module.End ℚ (LinearMap.ker φ) := A.mulVecLin.restrict hW
  have hg : ∀ (j : ℕ) (x : LinearMap.ker φ),
      (((g ^ j) x : LinearMap.ker φ) : Fin (n + 1) → ℚ) = A ^ j *ᵥ (x : Fin (n + 1) → ℚ) := by
    intro j x
    induction j with
    | zero => simp
    | succ j ih =>
      rw [pow_succ', pow_succ', Module.End.mul_apply, ← Matrix.mulVec_mulVec, ← ih]
      rfl
  have hvj : ∀ j : ℕ, A ^ j *ᵥ v = ε ^ j • v := by
    intro j
    induction j with
    | zero => simp
    | succ j ih =>
      rw [pow_succ', ← Matrix.mulVec_mulVec, ih, Matrix.mulVec_smul, hv, smul_smul, pow_succ]
  let b := Module.finBasisOfFinrankEq ℚ (LinearMap.ker φ) hdim
  refine ⟨LinearMap.toMatrixAlgEquiv b g, fun j => ?_⟩
  rw [← map_pow, map_eq_one_iff _ (AlgEquiv.injective _)]
  constructor
  · intro h
    constructor
    · have h1 := congrArg φ (hvj j)
      rw [h, Matrix.one_mulVec, map_smul, smul_eq_mul] at h1
      exact mul_right_cancel₀ hφv (by rw [one_mul]; exact h1.symm)
    · refine LinearMap.ext fun x => Subtype.ext ?_
      rw [hg, h, Matrix.one_mulVec]
      rfl
  · rintro ⟨he, hgj⟩
    apply Matrix.toLin'.injective
    refine LinearMap.ext fun x => ?_
    rw [Matrix.toLin'_apply, Matrix.toLin'_apply, Matrix.one_mulVec]
    -- decompose `x` into its part along the axis and its orthogonal part
    have hw : x - (φ x / φ v) • v ∈ LinearMap.ker φ := by
      rw [LinearMap.mem_ker, map_sub, map_smul, smul_eq_mul, div_mul_cancel₀ _ hφv, sub_self]
    have h1 : x - (φ x / φ v) • v = A ^ j *ᵥ (x - (φ x / φ v) • v) := by
      have h := hg j ⟨_, hw⟩
      rw [hgj] at h
      exact h
    rw [Matrix.mulVec_sub, Matrix.mulVec_smul, hvj, he, one_smul] at h1
    exact (sub_left_inj.mp h1).symm
```

## Absorbing a reversed axis

If $\varepsilon=1$, the matrix $B$ has the order of $A$. If $\varepsilon=-1$, we need a matrix $C$ of the size of $B$ with $C^j=1$ exactly when $j$ is even and $B^j=1$.

- If $B^j=1$ happens only for even $j$, take $C=B$.
- Otherwise $B^d=1$ for some odd $d$, and we take $C=-B$. For even $j$, $C^j=B^j$. For odd $j$, $C^j=1$ would mean $B^j=-1$, and then $-1=(B^j)^d=(B^d)^j=1$, which is false in positive dimension.

The Lean proof makes the same case distinction and finds the contradiction by comparing one diagonal entry. The hypothesis `0 < n` guarantees that this entry exists.

```lean
/-- In positive dimension a reversed axis can be dispensed with: for every `B` some `C` of the
same size has `C ^ j = 1` exactly when `(-1) ^ j = 1` and `B ^ j = 1`. -/
theorem absorb_reversal {n : ℕ} (hn : 0 < n) (B : Matrix (Fin n) (Fin n) ℚ) :
    ∃ C : Matrix (Fin n) (Fin n) ℚ, ∀ j : ℕ, C ^ j = 1 ↔ (-1 : ℚ) ^ j = 1 ∧ B ^ j = 1 := by
  by_cases h : ∀ j : ℕ, B ^ j = 1 → Even j
  · exact ⟨B, fun j => ⟨fun hj => ⟨(h j hj).neg_one_pow, hj⟩, And.right⟩⟩
  · -- some odd power of `B` is the identity, and then `-B` serves
    obtain ⟨d, hd⟩ := not_forall.mp h
    obtain ⟨hd1, hd2⟩ := Classical.not_imp.mp hd
    have hodd : Odd d := Nat.not_even_iff_odd.mp hd2
    refine ⟨-B, fun j => ?_⟩
    rcases Nat.even_or_odd j with hj | hj
    · rw [hj.neg_pow, hj.neg_one_pow]
      simp
    · rw [hj.neg_pow, hj.neg_one_pow]
      constructor
      · intro h1
        exfalso
        have hB : B ^ j = -1 := by rw [← h1, neg_neg]
        have e : (B ^ j) ^ d = (B ^ d) ^ j := by rw [← pow_mul, ← pow_mul, mul_comm]
        rw [hB, hd1, one_pow, hodd.neg_one_pow] at e
        have e0 := congrFun (congrFun e ⟨0, hn⟩) ⟨0, hn⟩
        rw [Matrix.neg_apply, Matrix.one_apply_eq] at e0
        norm_num at e0
      · rintro ⟨h1, _⟩
        norm_num at h1
```

## A threefold rotation with a mirror

Let $A$ rotate the hexagonal plane by 120° and reverse the third direction:

$$A=\begin{pmatrix}0&-1&0\\1&-1&0\\0&0&-1\end{pmatrix},\qquad
B=\begin{pmatrix}0&-1\\1&-1\end{pmatrix}.$$

Here $B^2=\begin{pmatrix}-1&1\\-1&0\end{pmatrix}$ and $B^3=1$, while $A^3=\mathrm{diag}(1,1,-1)$, so $A$ has order 6. The six terms of the metric add up to

$$G=\begin{pmatrix}8&-4&0\\-4&8&0\\0&0&6\end{pmatrix},$$

whose upper block describes two equally long vectors at 120°. The axis is $(0,0,1)^T$ with $\varepsilon=-1$, and its complement is the plane of the first two coordinates. Since $B$ has the odd order 3, we take $C=-B$. Then $C^2=B^2\neq1$ and $C^3=-1$, so $C$ has order 6: it is the rotation of the plane by $-60°$.

## Adding a fixed direction

In the other direction, an $n\times n$ matrix $A$ extends to size $n+1$ by

$$\begin{pmatrix}A&0\\0&1\end{pmatrix}^{j}=\begin{pmatrix}A^j&0\\0&1\end{pmatrix}.$$

The right-hand side is the identity exactly when $A^j=1$, so the order is unchanged. The induction `hp` proves the power formula, and `reindexAlgEquiv` renumbers the two blocks as a single index range.

```lean
/-- Every order that occurs in dimension `n` occurs in dimension `n + 1`. -/
theorem HasOrder.succ {n m : ℕ} (h : HasOrder n m) : HasOrder (n + 1) m := by
  obtain ⟨A, hA⟩ := h
  -- add one fixed direction
  have hp : ∀ j : ℕ, (fromBlocks A 0 0 (1 : Matrix (Fin 1) (Fin 1) ℚ)) ^ j
      = fromBlocks (A ^ j) 0 0 1 := by
    intro j
    induction j with
    | zero => simp [Matrix.fromBlocks_one]
    | succ j ih =>
      rw [pow_succ, ih, Matrix.fromBlocks_multiply]
      simp [pow_succ]
  refine ⟨Matrix.reindexAlgEquiv ℚ ℚ finSumFinEquiv
    (fromBlocks A 0 0 (1 : Matrix (Fin 1) (Fin 1) ℚ)),
    (orderOf_eq_orderOf_iff.mpr fun j => ?_).trans hA⟩
  rw [← map_pow, map_eq_one_iff _ (AlgEquiv.injective _), hp j, ← Matrix.fromBlocks_one,
    Matrix.fromBlocks_inj]
  simp
```

## Equality of the orders

For $k\ge1$ and $m\ge1$, let $A$ have size $2k+1$ and order $m$. It has an axis, and splitting it off leaves $B$ of size $2k$. For a fixed axis $B$ has order $m$; for a reversed one $C$ does. The converse is the added direction. Both cases use `orderOf_eq_orderOf_iff`: two matrices have equal order if the same exponents $j$ take them to the identity.

```lean
/-- For `k ≥ 1` and `m ≥ 1`, a rational matrix of size `2k + 1` and order exactly `m` exists
if and only if one of size `2k` exists. -/
theorem hasOrder_odd_iff_even {k m : ℕ} (hk : 1 ≤ k) (hm : 1 ≤ m) :
    HasOrder (2 * k + 1) m ↔ HasOrder (2 * k) m := by
  refine ⟨?_, HasOrder.succ⟩
  rintro ⟨A, hA⟩
  have hA1 : A ^ m = 1 := by
    rw [← hA]
    exact pow_orderOf_eq_one A
  obtain ⟨v, hv0, hv | hv⟩ := exists_axis ⟨k, rfl⟩ hm hA1
  · -- fixed axis: the complementary block has the same order
    obtain ⟨B, hB⟩ := split_off_axis (ε := 1) hm hA1 hv0 (by rw [one_smul]; exact hv)
    refine ⟨B, (orderOf_eq_orderOf_iff.mpr fun j => ?_).trans hA⟩
    rw [hB j]
    simp
  · -- reversed axis: the sign is absorbed into the complementary block
    obtain ⟨B, hB⟩ := split_off_axis (ε := -1) hm hA1 hv0 (by rw [neg_one_smul]; exact hv)
    obtain ⟨C, hC⟩ := absorb_reversal (by omega : 0 < 2 * k) B
    exact ⟨C, (orderOf_eq_orderOf_iff.mpr fun j => (hC j).trans (hB j).symm).trans hA⟩
```

The case $k=1$ compares space with the plane. It equates the two sets of finite orders without computing either. The familiar values 1, 2, 3, 4 and 6 of the crystallographic restriction come from a separate argument about traces of integer matrices in the plane.

```lean
/-- A finite order `m ≥ 1` occurs for rational matrices in three dimensions if and only if it
occurs in two. -/
theorem space_orders_eq_plane_orders {m : ℕ} (hm : 1 ≤ m) : HasOrder 3 m ↔ HasOrder 2 m :=
  hasOrder_odd_iff_even (k := 1) le_rfl hm
```

For $k=0$ the equivalence fails. Inversion of a line, the $1\times1$ matrix $-1$, has order 2, whereas the only matrix of size zero is the identity, with order 1. The reversed axis then has no complement to absorb its sign.

```lean
/-- The step from dimension zero to dimension one does allow a new order: order `2` occurs in
dimension one and not in dimension zero. -/
theorem line_has_new_order : HasOrder 1 2 ∧ ¬ HasOrder 0 2 := by
  constructor
  · have : Fact (Nat.Prime 2) := ⟨Nat.prime_two⟩
    refine ⟨-1, orderOf_eq_prime (by simp) fun h => ?_⟩
    have h0 := congrFun (congrFun h 0) 0
    rw [Matrix.neg_apply, Matrix.one_apply_eq] at h0
    norm_num at h0
  · rintro ⟨A, hA⟩
    rw [Subsingleton.elim A 1, orderOf_one] at hA
    omega

end CrystallographicOrders
```

```lean
#print axioms CrystallographicOrders.space_orders_eq_plane_orders
#print axioms CrystallographicOrders.line_has_new_order
```

```
'CrystallographicOrders.space_orders_eq_plane_orders' depends on axioms: [propext, Classical.choice, Quot.sound]
'CrystallographicOrders.line_has_new_order' depends on axioms: [propext, Classical.choice, Quot.sound]
```
